# In a tilted chain with bounded site potential, the number of levels below a fixed energy grows with the box

The box has sites $n=-N,\dots,N$ and open ends. One particle hops between nearest neighbours with amplitude $-t$ and has site energy $V_n-Fn$. Here $F$ is the energy drop per site due to the static field, so for $F>0$ positive $n$ is downhill. The potential $V$ stands for an atomic well of finite depth.

In Lean, `Site N` is the set of sites, `hopping N t` is the hopping matrix $T$, and `starkHamiltonian N t F V` is $H=\mathrm{diag}(V_n-Fn)+T$. Since `V : ℤ → ℝ` is defined on the whole line, the same potential serves every box. Vectors $x$ are real and need not be normalised.

```lean
import Mathlib

open Matrix

namespace StarkRootNumber

noncomputable section

/-- The sites `-N, ..., N` of the box. -/
abbrev Site (N : ℕ) := {n : ℤ // n ∈ Finset.Icc (-(N : ℤ)) (N : ℤ)}

/-- Hopping with amplitude `-t` between nearest neighbours in the box. -/
def hopping (N : ℕ) (t : ℝ) : Matrix (Site N) (Site N) ℝ :=
  Matrix.of fun m n => if |(m : ℤ) - (n : ℤ)| = 1 then -t else 0

/-- The Hamiltonian in the box: site energies `V n - F n` in a static field `F`, plus hopping. -/
def starkHamiltonian (N : ℕ) (t F : ℝ) (V : ℤ → ℝ) : Matrix (Site N) (Site N) ℝ :=
  Matrix.diagonal (fun n : Site N => V n - F * ((n : ℤ) : ℝ)) + hopping N t
```

## (a) Symmetry of the Hamiltonian

**Task.** Show that $H_{mn}=H_{nm}$.

**Solution.** The diagonal part is symmetric, and $T_{mn}$ depends only on $|m-n|=|n-m|$, which is `abs_sub_comm`. For a real matrix, symmetric and Hermitian mean the same.

```lean
/-- The Hamiltonian in the box is Hermitian. -/
theorem starkHamiltonian_isHermitian (N : ℕ) (t F : ℝ) (V : ℤ → ℝ) :
    (starkHamiltonian N t F V).IsHermitian := by
  refine (Matrix.isHermitian_diagonal _).add (Matrix.IsHermitian.ext fun m n => ?_)
  simp only [hopping, Matrix.of_apply, star_trivial]
  rw [abs_sub_comm]
```

The eigenvalues $\lambda_i$ are therefore real. Let $\mathcal N(E)$ be the number of indices $i$ with $\lambda_i<E$. Mathlib's `eigenvalues` repeats each value according to its multiplicity, so degenerate levels are counted in full. If $E$ is itself a level, it first appears at place $\mathcal N(E)+1$ in the increasing list of eigenvalues, and this place is its root number.

```lean
/-- The number of energy levels in the box below `E`, counted with multiplicity. -/
def levelsBelow (N : ℕ) (t F : ℝ) (V : ℤ → ℝ) (E : ℝ) : ℕ :=
  (Finset.univ.filter fun i => (starkHamiltonian_isHermitian N t F V).eigenvalues i < E).card
```

## (b) Comparing two diagonal forms

**Task.** Let a real matrix $P$, possibly rectangular, satisfy $\sum_j(Px)_j^2=\sum_i x_i^2$ and $\sum_j\beta_j(Px)_j^2\le\sum_i\alpha_i x_i^2$ for all $x$. Show that
$$\#\{i:\alpha_i<E\}\le\#\{j:\beta_j<E\}.$$

**Solution.** Take $c$ supported on the indices with $\alpha_i<E$, and suppose that $y=Pc$ vanishes wherever $\beta_j<E$. Then
$$E\sum_i c_i^2=E\sum_j y_j^2\le\sum_j\beta_jy_j^2\le\sum_i\alpha_ic_i^2,$$
so $\sum_i(E-\alpha_i)c_i^2\le0$. On the support every factor $E-\alpha_i$ is positive, hence $c=0$. The linear map from $c$ to the low components of $y$ is thus injective, and its source has no larger dimension than its target.

In the code, `e` extends $c$ by zero, `r` keeps the low components, and `hL` is the injectivity.

```lean
/-- If a norm-preserving change of coordinates does not raise a diagonal energy form, then
at least as many coefficients lie below `E` after it as before. -/
theorem count_le {m n : Type*} [Fintype m] [Fintype n] (P : Matrix m n ℝ)
    (α : n → ℝ) (β : m → ℝ) (E : ℝ)
    (hP : ∀ x, ∑ j, (P *ᵥ x) j ^ 2 = ∑ i, x i ^ 2)
    (hq : ∀ x, ∑ j, β j * (P *ᵥ x) j ^ 2 ≤ ∑ i, α i * x i ^ 2) :
    (Finset.univ.filter fun i => α i < E).card ≤ (Finset.univ.filter fun j => β j < E).card := by
  -- extend by zero, change coordinates, keep only the low coordinates
  let e : ({i // α i < E} → ℝ) →ₗ[ℝ] (n → ℝ) :=
    { toFun := fun c i => if h : α i < E then c ⟨i, h⟩ else 0
      map_add' := fun c d => by ext i; by_cases h : α i < E <;> simp [h]
      map_smul' := fun a c => by ext i; by_cases h : α i < E <;> simp [h] }
  let r : (m → ℝ) →ₗ[ℝ] ({j // β j < E} → ℝ) := LinearMap.funLeft ℝ ℝ Subtype.val
  let L := r ∘ₗ P.mulVecLin ∘ₗ e
  have hL : Function.Injective L := by
    refine (injective_iff_map_eq_zero L).2 fun c hc => ?_
    have hy : ∀ j, β j < E → (P *ᵥ e c) j = 0 := fun j h => congrFun hc ⟨j, h⟩
    have hx : ∀ i, ¬ α i < E → e c i = 0 := fun i h => dif_neg h
    have h1 : E * ∑ j, (P *ᵥ e c) j ^ 2 ≤ ∑ j, β j * (P *ᵥ e c) j ^ 2 := by
      rw [Finset.mul_sum]
      refine Finset.sum_le_sum fun j _ => ?_
      by_cases h : β j < E
      · simp [hy j h]
      · exact mul_le_mul_of_nonneg_right (not_lt.1 h) (sq_nonneg _)
    have h2 : ∑ i, (E - α i) * e c i ^ 2 ≤ 0 := by
      have h3 := hq (e c)
      rw [hP] at h1
      simp only [sub_mul, Finset.sum_sub_distrib, ← Finset.mul_sum]
      linarith
    have h4 : ∀ i ∈ Finset.univ, 0 ≤ (E - α i) * e c i ^ 2 := by
      intro i _
      by_cases h : α i < E
      · exact mul_nonneg (sub_pos.2 h).le (sq_nonneg _)
      · simp [hx i h]
    ext i
    have h5 := (Finset.single_le_sum h4 (Finset.mem_univ i.1)).trans h2
    have h6 : e c i.1 = c i := dif_pos i.2
    rw [h6] at h5
    by_contra hne
    have h7 : 0 < c i ^ 2 := sq_pos_of_ne_zero hne
    exact absurd (mul_pos (sub_pos.2 i.2) h7) (not_lt_of_ge h5)
  have h := LinearMap.finrank_le_finrank_of_injective hL
  simpa only [Module.finrank_fintype_fun_eq_card, Fintype.card_subtype] using h
```

## (c) An orthogonal matrix of eigenvectors

**Task.** For a real symmetric $A$ with eigenvalues $\lambda_i$, find $U$ with
$$U^{\mathsf T}U=1,\qquad AU=U\,\mathrm{diag}(\lambda_i).$$

**Solution.** Use orthonormal eigenvectors $u_j$ as columns. Then $(U^{\mathsf T}U)_{ij}=u_i\cdot u_j=\delta_{ij}$, and column $j$ of $AU$ is $Au_j=\lambda_ju_j$. The two bullets of the proof check these identities entry by entry.

```lean
/-- A real Hermitian matrix has an orthogonal matrix of eigenvectors. -/
theorem exists_eigenvectors {n : Type*} [Fintype n] [DecidableEq n] (A : Matrix n n ℝ)
    (hA : A.IsHermitian) :
    ∃ U : Matrix n n ℝ, Uᵀ * U = 1 ∧ A * U = U * Matrix.diagonal hA.eigenvalues := by
  refine ⟨Matrix.of fun i j => (hA.eigenvectorBasis j).ofLp i, ?_, ?_⟩
  · ext i j
    have h := orthonormal_iff_ite.mp hA.eigenvectorBasis.orthonormal i j
    rw [PiLp.inner_apply] at h
    rw [Matrix.one_apply]
    refine Eq.trans ?_ h
    simp only [Matrix.mul_apply, Matrix.transpose_apply, Matrix.of_apply]
    refine Finset.sum_congr rfl fun k _ => ?_
    simp [mul_comm]
  · ext i j
    have h := congrFun (hA.mulVec_eigenvectorBasis j) i
    simp only [Pi.smul_apply, smul_eq_mul] at h
    rw [Matrix.mul_diagonal]
    exact h.trans (mul_comm _ _)
```

## (d) Level counts under a bounded change of energy

**Task.** Let $A$ be a real symmetric matrix with eigenvalues $\lambda_i$, and suppose $|x\cdot Ax-\sum_i d_ix_i^2|\le w\sum_i x_i^2$ for all $x$. Show that
$$\#\{d_i+w<E\}\le\#\{\lambda_i<E\}\le\#\{d_i-w<E\}.$$

**Solution.** Write $x=Uc$. Then $\sum_i x_i^2=\sum_i c_i^2$ (`norm_eq`) and $x\cdot Ax=\sum_i\lambda_ic_i^2$ (`energy`). The assumption reads
$$\sum_i(d_i-w)x_i^2\le\sum_i\lambda_ic_i^2\le\sum_i(d_i+w)x_i^2.$$
The right half and (b) with $P=U^{\mathsf T}$ give the lower count; the left half and (b) with $P=U$ give the upper one.

```lean
/-- Let `A` be a real Hermitian matrix. If its energy form differs from a diagonal form `d` by at
most `w` times the squared norm, the number of levels of `A` below `E` lies between the counts for
`d + w` and `d - w`. -/
theorem count_between {n : Type*} [Fintype n] [DecidableEq n] (A : Matrix n n ℝ)
    (hA : A.IsHermitian) (d : n → ℝ) (w E : ℝ)
    (h : ∀ x : n → ℝ, |x ⬝ᵥ (A *ᵥ x) - ∑ i, d i * x i ^ 2| ≤ w * ∑ i, x i ^ 2) :
    (Finset.univ.filter fun i => d i + w < E).card
        ≤ (Finset.univ.filter fun i => hA.eigenvalues i < E).card ∧
      (Finset.univ.filter fun i => hA.eigenvalues i < E).card
        ≤ (Finset.univ.filter fun i => d i - w < E).card := by
  obtain ⟨U, hU, hAU⟩ := exists_eigenvectors A hA
  have hU' : U * Uᵀ = 1 := mul_eq_one_comm.1 hU
  have iso : ∀ a b : n → ℝ, (U *ᵥ a) ⬝ᵥ (U *ᵥ b) = a ⬝ᵥ b := by
    intro a b
    rw [Matrix.dotProduct_mulVec, ← Matrix.mulVec_transpose, Matrix.mulVec_mulVec, hU,
      Matrix.one_mulVec]
  have norm_eq : ∀ c : n → ℝ, ∑ i, (U *ᵥ c) i ^ 2 = ∑ i, c i ^ 2 := by
    intro c
    simpa only [dotProduct, ← pow_two] using iso c c
  have energy : ∀ c : n → ℝ,
      (U *ᵥ c) ⬝ᵥ (A *ᵥ (U *ᵥ c)) = ∑ i, hA.eigenvalues i * c i ^ 2 := by
    intro c
    rw [Matrix.mulVec_mulVec, hAU, ← Matrix.mulVec_mulVec, iso]
    simp only [dotProduct, Matrix.mulVec_diagonal]
    exact Finset.sum_congr rfl fun i _ => by ring
  constructor
  · -- from sites to eigenvectors
    have back : ∀ x : n → ℝ, U *ᵥ (Uᵀ *ᵥ x) = x := fun x => by
      rw [Matrix.mulVec_mulVec, hU', Matrix.one_mulVec]
    refine count_le Uᵀ (fun i => d i + w) hA.eigenvalues E (fun x => ?_) (fun x => ?_)
    · have h1 := norm_eq (Uᵀ *ᵥ x)
      rw [back] at h1
      exact h1.symm
    · have h1 := energy (Uᵀ *ᵥ x)
      rw [back] at h1
      rw [← h1]
      have h2 := (abs_le.1 (h x)).2
      simp only [add_mul, Finset.sum_add_distrib, ← Finset.mul_sum]
      linarith
  · -- from eigenvectors to sites
    refine count_le U hA.eigenvalues (fun i => d i - w) E norm_eq (fun c => ?_)
    rw [← energy c]
    have h2 := (abs_le.1 (h (U *ᵥ c))).1
    simp only [sub_mul, Finset.sum_sub_distrib, ← Finset.mul_sum]
    linarith
```

## (e) The size of the hopping energy

**Task.** For $t\ge0$, show that
$$|x\cdot Tx|\le2t\sum_n x_n^2.$$
For a normalised state, the mean hopping energy then lies between $-2t$ and $2t$.

**Solution.** Since $|x_mx_n|\le(x_m^2+x_n^2)/2$ (`hterm`), summing over ordered neighbour pairs gives
$$|x\cdot Tx|\le\frac t2\sum_{|m-n|=1}(x_m^2+x_n^2)=t\sum_m z_m x_m^2,$$
where $z_m$ is the number of neighbours of $m$. The equality uses the symmetry of the sum (`hcol`), and $z_m\le2$ (`hdeg`) finishes the estimate.

```lean
/-- For `t ≥ 0` the hopping energy is at most `2 t` times the squared norm in absolute value. -/
theorem hopping_bound (N : ℕ) {t : ℝ} (ht : 0 ≤ t) (x : Site N → ℝ) :
    |x ⬝ᵥ (hopping N t *ᵥ x)| ≤ 2 * t * ∑ n, x n ^ 2 := by
  let g : Site N → Site N → ℝ := fun m n => if |(m : ℤ) - (n : ℤ)| = 1 then t else 0
  have hs : ∀ m n, g m n = g n m := by
    intro m n
    simp only [g]
    rw [abs_sub_comm]
  -- every site has at most two neighbours
  have hdeg : ∀ m, ∑ n, g m n ≤ 2 * t := by
    intro m
    have hc : (Finset.univ.filter fun n : Site N => |(m : ℤ) - (n : ℤ)| = 1).card ≤ 2 := by
      refine le_trans (Finset.card_le_card_of_injOn (t := {(m : ℤ) - 1, (m : ℤ) + 1})
        (fun n : Site N => (n : ℤ)) ?_ Subtype.val_injective.injOn) Finset.card_le_two
      intro n hn
      have h := (Finset.mem_filter.1 (Finset.mem_coe.1 hn)).2
      have h' : (n : ℤ) = m - 1 ∨ (n : ℤ) = m + 1 := by
        rcases (abs_eq zero_le_one).1 h with h | h <;> omega
      exact Finset.mem_coe.2 (by simp only [Finset.mem_insert, Finset.mem_singleton]; exact h')
    simp only [g]
    rw [← Finset.sum_filter, Finset.sum_const, nsmul_eq_mul]
    exact mul_le_mul_of_nonneg_right (by exact_mod_cast hc) ht
  have hrow : ∑ m, ∑ n, g m n * x m ^ 2 ≤ 2 * t * ∑ m, x m ^ 2 := by
    rw [Finset.mul_sum]
    refine Finset.sum_le_sum fun m _ => ?_
    rw [← Finset.sum_mul]
    exact mul_le_mul_of_nonneg_right (hdeg m) (sq_nonneg _)
  have hcol : ∑ m, ∑ n, g m n * x n ^ 2 = ∑ m, ∑ n, g m n * x m ^ 2 := by
    rw [Finset.sum_comm]
    exact Finset.sum_congr rfl fun m _ => Finset.sum_congr rfl fun n _ => by rw [hs]
  have hterm : ∀ m n, |x m * (hopping N t m n * x n)|
      ≤ (g m n * x m ^ 2 + g m n * x n ^ 2) / 2 := by
    intro m n
    by_cases h : |(m : ℤ) - (n : ℤ)| = 1
    · simp only [hopping, Matrix.of_apply, g, if_pos h]
      rw [abs_le]
      constructor <;> nlinarith [mul_nonneg ht (sq_nonneg (x m + x n)),
        mul_nonneg ht (sq_nonneg (x m - x n))]
    · simp [hopping, g, h]
  have hsum : |x ⬝ᵥ (hopping N t *ᵥ x)|
      ≤ ∑ m, ∑ n, (g m n * x m ^ 2 + g m n * x n ^ 2) / 2 := by
    simp only [dotProduct, Matrix.mulVec, Finset.mul_sum]
    refine (Finset.abs_sum_le_sum_abs _ _).trans (Finset.sum_le_sum fun m _ => ?_)
    exact (Finset.abs_sum_le_sum_abs _ _).trans (Finset.sum_le_sum fun n _ => hterm m n)
  simp only [← Finset.sum_div, Finset.sum_add_distrib] at hsum
  linarith
```

## (f) Counting the rungs of the bare ladder

**Task.** Let $F>0$, $w\ge0$ and $q=(w+|E|)/F$. Show that
$$N-q\le\#\{n:-Fn+w<E\},\qquad\#\{n:-Fn-w<E\}\le N+1+q.$$

**Solution.** If $n>q$, then $Fn>w+|E|\ge w-E$, so $n$ is in the first set. That set contains all sites from $\lfloor q\rfloor+1$ to $N$, at least $N-\lfloor q\rfloor\ge N-q$ of them. If $n$ is in the second set, then $-n<(w+E)/F\le q$, so $n\ge-\lfloor q\rfloor$. At most $N+1+\lfloor q\rfloor$ integers up to $N$ satisfy this.

```lean
/-- Let `F > 0` and `w ≥ 0`. In the box, at least `N - (w + |E|) / F` of the raised rungs `-F n + w`
lie below `E`, and at most `N + 1 + (w + |E|) / F` of the lowered rungs `-F n - w` do. -/
theorem ladder_count (N : ℕ) {F w : ℝ} (hF : 0 < F) (hw : 0 ≤ w) (E : ℝ) :
    (N : ℝ) - (w + |E|) / F
        ≤ (Finset.univ.filter fun n : Site N => -F * ((n : ℤ) : ℝ) + w < E).card ∧
      ((Finset.univ.filter fun n : Site N => -F * ((n : ℤ) : ℝ) - w < E).card : ℝ)
        ≤ N + 1 + (w + |E|) / F := by
  obtain ⟨q, hq⟩ : ∃ q, q = (w + |E|) / F := ⟨_, rfl⟩
  have hq0 : 0 ≤ q := by rw [hq]; positivity
  have hFq : q * F = w + |E| := by rw [hq]; exact div_mul_cancel₀ _ hF.ne'
  have hE1 := neg_abs_le E
  have hE2 := le_abs_self E
  have h0 : 0 ≤ ⌊q⌋ := Int.floor_nonneg.2 hq0
  have hfl := Int.floor_le q
  rw [← hq]
  constructor
  · set S := Finset.univ.filter fun n : Site N => -F * ((n : ℤ) : ℝ) + w < E
    -- all sites beyond `q` are counted
    have hsub : Finset.Ioc ⌊q⌋ (N : ℤ) ⊆ S.image (fun n : Site N => (n : ℤ)) := by
      intro k hk
      obtain ⟨h1, h2⟩ := Finset.mem_Ioc.1 hk
      have hkq : q < k := Int.floor_lt.1 h1
      refine Finset.mem_image.2 ⟨⟨k, Finset.mem_Icc.2 ⟨by omega, h2⟩⟩,
        Finset.mem_filter.2 ⟨Finset.mem_univ _, ?_⟩, rfl⟩
      show -F * (k : ℝ) + w < E
      nlinarith [mul_pos (sub_pos.2 hkq) hF]
    have hc := (Finset.card_le_card hsub).trans Finset.card_image_le
    rw [Int.card_Ioc] at hc
    have hz : (N : ℤ) ≤ (S.card : ℤ) + ⌊q⌋ := by omega
    have hr : (N : ℝ) ≤ (S.card : ℝ) + (⌊q⌋ : ℝ) := by exact_mod_cast hz
    linarith
  · set S := Finset.univ.filter fun n : Site N => -F * ((n : ℤ) : ℝ) - w < E
    -- only sites beyond `-q` are counted
    have hc : S.card ≤ (Finset.Icc (-⌊q⌋) (N : ℤ)).card := by
      refine Finset.card_le_card_of_injOn (fun n : Site N => (n : ℤ)) ?_
        Subtype.val_injective.injOn
      intro n hn
      have h := (Finset.mem_filter.1 (Finset.mem_coe.1 hn)).2
      have h1 : -((n : ℤ) : ℝ) ≤ q := by
        by_contra hlt
        nlinarith [mul_pos (sub_pos.2 (not_le.1 hlt)) hF]
      have h2 : -(n : ℤ) ≤ ⌊q⌋ := Int.le_floor.2 (by push_cast; exact h1)
      have h3 : -⌊q⌋ ≤ (n : ℤ) := by omega
      exact Finset.mem_coe.2 (Finset.mem_Icc.2 ⟨h3, (Finset.mem_Icc.1 n.2).2⟩)
    rw [Int.card_Icc] at hc
    have hz : (S.card : ℤ) ≤ N + 1 + ⌊q⌋ := by omega
    have hr : (S.card : ℝ) ≤ N + 1 + (⌊q⌋ : ℝ) := by exact_mod_cast hz
    linarith
```

## (g) The root number at fixed energy

**Task.** Let $t\ge0$, $F>0$ and $|V_n|\le v$ in the box. Show that for every real $E$
$$|\mathcal N(E)-N|\le1+\frac{v+2t+|E|}{F}.$$

**Solution.** Take $d_n=-Fn$. The potential changes the energy form by at most $v\sum_n x_n^2$ and the hopping by at most $2t\sum_n x_n^2$, so (d) applies with $w=v+2t$ (`hform`). With (f),
$$N-q\le\mathcal N(E)\le N+1+q,\qquad q=\frac{v+2t+|E|}{F}.$$

```lean
/-- Root number at fixed energy: for `t ≥ 0`, `F > 0` and `|V n| ≤ v` in the box, the number of
levels below `E` differs from `N` by at most `1 + (v + 2 t + |E|) / F`. -/
theorem root_number (N : ℕ) {t F v : ℝ} (ht : 0 ≤ t) (hF : 0 < F) (V : ℤ → ℝ)
    (hV : ∀ n : Site N, |V n| ≤ v) (E : ℝ) :
    |(levelsBelow N t F V E : ℝ) - N| ≤ 1 + (v + 2 * t + |E|) / F := by
  have hv : 0 ≤ v := (abs_nonneg _).trans (hV ⟨0, Finset.mem_Icc.2 ⟨by omega, by omega⟩⟩)
  -- potential and hopping together move the energy form by at most `v + 2 t` times the squared norm
  have hform : ∀ x : Site N → ℝ, |x ⬝ᵥ (starkHamiltonian N t F V *ᵥ x)
      - ∑ n : Site N, (-F * ((n : ℤ) : ℝ)) * x n ^ 2| ≤ (v + 2 * t) * ∑ n, x n ^ 2 := by
    intro x
    have h1 : x ⬝ᵥ (starkHamiltonian N t F V *ᵥ x) = ∑ n : Site N, V n * x n ^ 2
        + ∑ n : Site N, (-F * ((n : ℤ) : ℝ)) * x n ^ 2 + x ⬝ᵥ (hopping N t *ᵥ x) := by
      rw [starkHamiltonian, Matrix.add_mulVec, dotProduct_add, ← Finset.sum_add_distrib]
      congr 1
      simp only [dotProduct, Matrix.mulVec_diagonal]
      exact Finset.sum_congr rfl fun n _ => by ring
    have h2 : |∑ n : Site N, V n * x n ^ 2| ≤ v * ∑ n, x n ^ 2 := by
      refine (Finset.abs_sum_le_sum_abs _ _).trans ?_
      rw [Finset.mul_sum]
      refine Finset.sum_le_sum fun n _ => ?_
      rw [abs_mul, abs_of_nonneg (sq_nonneg (x n))]
      exact mul_le_mul_of_nonneg_right (hV n) (sq_nonneg _)
    have h3 := abs_le.1 (hopping_bound N ht x)
    have h4 := abs_le.1 h2
    rw [h1, abs_le]
    constructor <;> linarith [h3.1, h3.2, h4.1, h4.2]
  obtain ⟨hlo, hhi⟩ := count_between _ (starkHamiltonian_isHermitian N t F V) _ _ E hform
  obtain ⟨h1, h2⟩ := ladder_count N hF (w := v + 2 * t) (by positivity) E
  have hlo' := h1.trans (Nat.cast_le.2 hlo)
  have hhi' := (Nat.cast_le (α := ℝ).2 hhi).trans h2
  rw [levelsBelow, abs_le]
  constructor <;> linarith
```

## (h) Growth with the box

**Task.** Let $t\ge0$, $F>0$ and $|V_n|\le v$ on the whole line. Show that, at fixed $E$,
$$\mathcal N(E)\to\infty\quad\text{as }N\to\infty.$$

**Solution.** Given $k$, choose an integer $M\ge k+1+q$. For $N\ge M$, part (g) gives $\mathcal N(E)\ge N-1-q\ge k$.

With the eigenvalues listed in increasing order, a level near a fixed energy therefore stands ever higher in the list as the box grows. On the infinite chain with fixed hopping the particle never escapes for good, so there is no true field ionisation. The site energies $-Fn$ are unbounded in both directions, while $V$ and the hopping are bounded, so the infinite chain has only discrete levels: there is no continuum and no resonance with a decay width.

```lean
/-- For `t ≥ 0`, `F > 0` and a bounded potential, the number of levels below any fixed energy
grows without limit as the box grows. -/
theorem root_number_tendsto {t F v : ℝ} (ht : 0 ≤ t) (hF : 0 < F) (V : ℤ → ℝ)
    (hV : ∀ n, |V n| ≤ v) (E : ℝ) :
    Filter.Tendsto (fun N => levelsBelow N t F V E) Filter.atTop Filter.atTop := by
  refine Filter.tendsto_atTop.2 fun k => ?_
  obtain ⟨M, hM⟩ := exists_nat_ge ((k : ℝ) + (1 + (v + 2 * t + |E|) / F))
  filter_upwards [Filter.eventually_ge_atTop M] with N hN
  have h1 := (abs_le.1 (root_number N ht hF V (fun n => hV n) E)).1
  have h2 : (M : ℝ) ≤ N := Nat.cast_le.2 hN
  have h3 : (k : ℝ) ≤ levelsBelow N t F V E := by linarith
  exact_mod_cast h3
```

## (i) Levels in an energy window

**Task.** Under the assumptions of (g), let $E_1\le E_2$. Show that
$$\#\{i:E_1\le\lambda_i<E_2\}\le2+\frac{v+2t+|E_1|}{F}+\frac{v+2t+|E_2|}{F}.$$

**Solution.** The left side is $\mathcal N(E_2)-\mathcal N(E_1)$; `hsplit` records the inequality needed. Bound $\mathcal N(E_2)$ from above and $\mathcal N(E_1)$ from below by (g). The two terms $N$ cancel, so for fixed $v$ the bound is the same for every box.

```lean
/-- For `t ≥ 0`, `F > 0` and `|V n| ≤ v` in the box, the number of levels in an energy window
`E₁ ≤ E < E₂` obeys a bound that does not depend on the size of the box. -/
theorem window_count (N : ℕ) {t F v : ℝ} (ht : 0 ≤ t) (hF : 0 < F) (V : ℤ → ℝ)
    (hV : ∀ n : Site N, |V n| ≤ v) {E₁ E₂ : ℝ} (hE : E₁ ≤ E₂) :
    ((Finset.univ.filter fun i =>
        E₁ ≤ (starkHamiltonian_isHermitian N t F V).eigenvalues i ∧
          (starkHamiltonian_isHermitian N t F V).eigenvalues i < E₂).card : ℝ)
      ≤ 2 + (v + 2 * t + |E₁|) / F + (v + 2 * t + |E₂|) / F := by
  have hsplit : (Finset.univ.filter fun i =>
        E₁ ≤ (starkHamiltonian_isHermitian N t F V).eigenvalues i ∧
          (starkHamiltonian_isHermitian N t F V).eigenvalues i < E₂).card
      + levelsBelow N t F V E₁ ≤ levelsBelow N t F V E₂ := by
    simp only [levelsBelow, Finset.card_filter]
    rw [← Finset.sum_add_distrib]
    refine Finset.sum_le_sum fun i _ => ?_
    rcases lt_or_ge ((starkHamiltonian_isHermitian N t F V).eigenvalues i) E₁ with h | h
    · simp [h, not_le.2 h, h.trans_le hE]
    · simp [h, not_lt.2 h]
  have hcast := Nat.cast_le (α := ℝ).2 hsplit
  push_cast at hcast
  have h1 := (abs_le.1 (root_number N ht hF V hV E₁)).1
  have h2 := (abs_le.1 (root_number N ht hF V hV E₂)).2
  linarith

end

end StarkRootNumber
```

```lean
#print axioms StarkRootNumber.root_number_tendsto
-- 'StarkRootNumber.root_number_tendsto' depends on axioms: [propext, Classical.choice, Quot.sound]
#print axioms StarkRootNumber.window_count
-- 'StarkRootNumber.window_count' depends on axioms: [propext, Classical.choice, Quot.sound]
```
